# A matrix commutes with every orthogonal matrix fixing a bond exactly when it has Slater–Koster p–p form

Let $l$ be a unit vector along the bond between two atoms. The p orbitals on each atom are real and labelled by Cartesian axes, so an s–p hopping is a vector $t_i$ and a p–p hopping is a matrix $M_{ij}$. Bond length is held fixed, and only direction varies.

In Lean 4 with Mathlib:

```lean
import Mathlib

open Matrix

namespace SlaterKosterSymmetry

variable {n : Type*} [Fintype n] [DecidableEq n]
```

The index type `n` is any finite set of axes; physical space is `Fin 3`, with axes numbered 0, 1, 2. In the code, `*ᵥ` is matrix times vector, `⬝ᵥ` the dot product, `ᵀ` the transpose and `•` multiplication by a number.

```lean
/-- `R` is an orthogonal matrix that leaves the bond vector `l` unchanged. -/
def FixesBond (l : n → ℝ) (R : Matrix n n ℝ) : Prop := R * Rᵀ = 1 ∧ R *ᵥ l = l
```

`FixesBond l R` says $RR^T=1$ and $Rl=l$. Such $R$ include rotations about the bond and mirrors containing it. Requiring a hopping matrix to respect them all expresses the two-centre idealisation: neighbouring atoms do not disturb the symmetry of the bond.

```lean
/-- The Slater-Koster matrix of p-p hopping integrals along the bond direction `l`. -/
def ppBlock (l : n → ℝ) (Vσ Vπ : ℝ) : Matrix n n ℝ :=
  Matrix.of fun i j => l i * l j * Vσ + ((if i = j then 1 else 0) - l i * l j) * Vπ
```

This is the Slater–Koster matrix
$$M_{ij}=l_il_jV_\sigma+(\delta_{ij}-l_il_j)V_\pi ,$$
where $V_\sigma$ and $V_\pi$ are the hoppings for p orbitals along and across the bond. Their values are free parameters.

For example, take $l=(3/5,0,4/5)$, $V_\sigma=2$, $V_\pi=-1$ in arbitrary units. Then $M_{00}=0.08$, $M_{02}=M_{20}=1.44$, $M_{22}=0.92$, $M_{11}=-1$, and the other entries vanish. Indeed $Ml=(1.2,0,1.6)=2l$. Replacing $l$ by $-l$ changes no entry.

```lean
/-- The matrix `1 - c u uᵀ`; it is the mirror with normal `u` when `c (u ⬝ u) = 2`. -/
def mirror (c : ℝ) (u : n → ℝ) : Matrix n n ℝ := 1 - c • vecMulVec u u
```

Write $S=1-c\,uu^T$. With $c=2/(u\cdot u)$ this is reflection in the plane perpendicular to $u$, which need not be normalised.

```lean
/-- An s-p hopping vector, as a function of bond direction, that transforms with the bond under
every orthogonal matrix, reflections included. -/
def SPCovariant (t : (n → ℝ) → (n → ℝ)) : Prop :=
  ∀ (R : Matrix n n ℝ) (l : n → ℝ), R * Rᵀ = 1 → l ⬝ᵥ l = 1 → t (R *ᵥ l) = R *ᵥ t l
```

Here $t$ assigns a hopping vector to each direction. Covariance, $t(Rl)=R\,t(l)$, says that rotating or reflecting the bond does the same to the hopping. This assumes both that space has no preferred direction and that mirror images behave alike.

```lean
/-- A p-p hopping matrix, as a function of bond direction, that transforms with the bond under every
orthogonal matrix, reflections included. -/
def PPCovariant (H : (n → ℝ) → Matrix n n ℝ) : Prop :=
  ∀ (R : Matrix n n ℝ) (l : n → ℝ), R * Rᵀ = 1 → l ⬝ᵥ l = 1 → H (R *ᵥ l) = R * H l * Rᵀ
```

The p–p version is $H(Rl)=R\,H(l)\,R^T$, since both orbital indices transform; again $R$ may be a rotation or a reflection.

## Mirrors and dot products

```lean
private lemma eq_of_mulVec {A B : Matrix n n ℝ} (h : ∀ x, A *ᵥ x = B *ᵥ x) : A = B := by
  ext i j
  simpa using congrFun (h (Pi.single j 1)) i
```

Two matrices that act alike on every vector are equal; the proof tests them on basis vectors.

```lean
private lemma orth_dot {R : Matrix n n ℝ} (h : R * Rᵀ = 1) (x y : n → ℝ) :
    (R *ᵥ x) ⬝ᵥ (R *ᵥ y) = x ⬝ᵥ y := by
  rw [Matrix.dotProduct_mulVec, ← Matrix.vecMul_transpose, Matrix.vecMul_vecMul,
    mul_eq_one_comm.mp h, Matrix.vecMul_one]
```

Orthogonal matrices preserve dot products: $(Rx)\cdot(Ry)=x\cdot y$, because $R^TR=1$ as well.

```lean
private lemma mirror_mulVec (c : ℝ) (u x : n → ℝ) :
    mirror c u *ᵥ x = x - (c * (u ⬝ᵥ x)) • u := by
  ext i
  simp [mirror, Matrix.sub_mulVec, Matrix.smul_mulVec, Matrix.vecMulVec_mulVec]
  ring
```

The mirror acts as $Sx=x-c\,(u\cdot x)\,u$.

```lean
private lemma ppBlock_mulVec (l x : n → ℝ) (Vσ Vπ : ℝ) :
    ppBlock l Vσ Vπ *ᵥ x = (Vσ * (l ⬝ᵥ x)) • l + Vπ • (x - (l ⬝ᵥ x) • l) := by
  have h : ppBlock l Vσ Vπ = (Vσ - Vπ) • vecMulVec l l + Vπ • (1 : Matrix n n ℝ) := by
    ext i j
    simp only [ppBlock, Matrix.of_apply, Matrix.add_apply, Matrix.smul_apply,
      Matrix.vecMulVec_apply, Matrix.one_apply, smul_eq_mul]
    ring
  rw [h]
  ext i
  simp [Matrix.add_mulVec, Matrix.smul_mulVec, Matrix.vecMulVec_mulVec]
  ring
```

The Slater–Koster matrix acts as $Mx=V_\sigma(l\cdot x)\,l+V_\pi\,[x-(l\cdot x)\,l]$, scaling the parallel and perpendicular parts separately.

```lean
omit [DecidableEq n] in
private lemma exists_scale {u : n → ℝ} (hu : u ≠ 0) : ∃ c : ℝ, c * (u ⬝ᵥ u) = 2 :=
  ⟨2 / (u ⬝ᵥ u), div_mul_cancel₀ 2 (fun h => hu (dotProduct_self_eq_zero.mp h))⟩
```

A nonzero $u$ has $u\cdot u\neq0$, so a suitable $c$ exists.

```lean
/-- A mirror is an orthogonal matrix. -/
theorem mirror_orthogonal {c : ℝ} {u : n → ℝ} (hc : c * (u ⬝ᵥ u) = 2) :
    mirror c u * (mirror c u)ᵀ = 1 := by
  have h2 : (vecMulVec u u)ᵀ = vecMulVec u u := by
    ext i j
    simp [Matrix.vecMulVec_apply, mul_comm]
  have ht : (mirror c u)ᵀ = mirror c u := by
    rw [mirror, Matrix.transpose_sub, Matrix.transpose_smul, Matrix.transpose_one, h2]
  rw [ht]
  apply eq_of_mulVec
  intro x
  rw [← Matrix.mulVec_mulVec, mirror_mulVec, mirror_mulVec, Matrix.one_mulVec]
  ext i
  simp only [dotProduct_sub, dotProduct_smul, smul_eq_mul, Pi.sub_apply, Pi.smul_apply]
  linear_combination (c * (u ⬝ᵥ x) * u i) * hc
```

$S$ is symmetric, so it suffices to apply it twice:
$$S^2x=x-2c(u\cdot x)u+c^2(u\cdot x)(u\cdot u)u=x,$$
using $c\,(u\cdot u)=2$. The tactic `linear_combination` performs this last substitution.

```lean
/-- A mirror whose normal is perpendicular to the bond fixes the bond. -/
theorem mirror_fixesBond {c : ℝ} {u l : n → ℝ} (hc : c * (u ⬝ᵥ u) = 2) (hul : u ⬝ᵥ l = 0) :
    FixesBond l (mirror c u) :=
  ⟨mirror_orthogonal hc, by rw [mirror_mulVec, hul]; simp⟩
```

If $u\cdot l=0$, then $Sl=l$, so this mirror fixes the bond.

## Invariant vectors and matrices

```lean
/-- A vector is unchanged by all orthogonal matrices fixing the bond exactly when it is
a multiple of the bond vector. -/
theorem fixed_vector_iff {l : n → ℝ} (hl : l ⬝ᵥ l = 1) (v : n → ℝ) :
    (∀ R, FixesBond l R → R *ᵥ v = v) ↔ ∃ V : ℝ, v = V • l := by
  constructor
  · intro h
    -- the part of v perpendicular to the bond is reversed by its own mirror
    obtain ⟨u, hu⟩ : ∃ u, u = v - (l ⬝ᵥ v) • l := ⟨_, rfl⟩
    have hul : u ⬝ᵥ l = 0 := by
      rw [hu, sub_dotProduct, smul_dotProduct, hl, dotProduct_comm v l]
      simp
    by_cases h0 : u = 0
    · exact ⟨l ⬝ᵥ v, sub_eq_zero.mp (hu.symm.trans h0)⟩
    · exfalso
      obtain ⟨c, hc⟩ := exists_scale h0
      have h1 := h _ (mirror_fixesBond hc hul)
      have huv : u ⬝ᵥ v = u ⬝ᵥ u := by
        have hv : v = u + (l ⬝ᵥ v) • l := by rw [hu]; abel
        have h3 := congrArg (fun y => u ⬝ᵥ y) hv
        simpa only [dotProduct_add, dotProduct_smul, hul, smul_zero, add_zero] using h3
      rw [mirror_mulVec, huv, hc, sub_eq_self] at h1
      exact (smul_ne_zero two_ne_zero h0) h1
  · rintro ⟨V, rfl⟩ R hR
    rw [Matrix.mulVec_smul, hR.2]
```

Suppose every bond-fixing $R$ leaves $v$ unchanged. Put $u=v-(l\cdot v)\,l$, so $u\cdot l=0$ and $u\cdot v=u\cdot u$. If $u\neq0$, its mirror gives $Sv=v-2u$, which must equal $v$; hence $u=0$, a contradiction. Thus $v=(l\cdot v)\,l$. Conversely, $R(Vl)=Vl$. The two bullets after `constructor` are these two directions.

```lean
private lemma perp_eigen {l : n → ℝ} {M : Matrix n n ℝ}
    (h : ∀ R, FixesBond l R → R * M = M * R) (u : n → ℝ) (hul : u ⬝ᵥ l = 0) :
    ∃ e : ℝ, M *ᵥ u = e • u := by
  by_cases h0 : u = 0
  · exact ⟨0, by simp [h0]⟩
  obtain ⟨c, hc⟩ := exists_scale h0
  have h1 := congrArg (fun A => A *ᵥ u) (h _ (mirror_fixesBond hc hul))
  simp only [← Matrix.mulVec_mulVec, mirror_mulVec, hc, Matrix.mulVec_sub,
    Matrix.mulVec_smul] at h1
  refine ⟨c * (u ⬝ᵥ M *ᵥ u) / 2, ?_⟩
  ext i
  have h2 := congrFun h1 i
  simp only [Pi.sub_apply, Pi.smul_apply, smul_eq_mul] at h2 ⊢
  linarith
```

Let $M$ commute with all bond-fixing $R$, and let $u\perp l$ be nonzero. Since $Su=-u$, we have $SMu=MSu=-Mu$. Writing out the left side,
$$Mu-c(u\cdot Mu)u=-Mu,\qquad Mu=\tfrac{c}{2}(u\cdot Mu)\,u .$$
So $u$ is an eigenvector.

```lean
omit [DecidableEq n] in
private lemma common_eigen {l : n → ℝ} {M : Matrix n n ℝ}
    (h : ∀ u, u ⬝ᵥ l = 0 → ∃ e : ℝ, M *ᵥ u = e • u) :
    ∃ e : ℝ, ∀ u, u ⬝ᵥ l = 0 → M *ᵥ u = e • u := by
  by_cases hex : ∃ u : n → ℝ, u ⬝ᵥ l = 0 ∧ u ≠ 0
  · obtain ⟨u, hul, hu⟩ := hex
    have huu : u ⬝ᵥ u ≠ 0 := fun h => hu (dotProduct_self_eq_zero.mp h)
    obtain ⟨c, hc⟩ := h u hul
    refine ⟨c, fun v hvl => ?_⟩
    -- split v into a part along u and a part w orthogonal to u
    obtain ⟨k, hk⟩ : ∃ k : ℝ, k * (u ⬝ᵥ u) = u ⬝ᵥ v := ⟨_, div_mul_cancel₀ _ huu⟩
    obtain ⟨w, hw⟩ : ∃ w, w = v - k • u := ⟨_, rfl⟩
    have huw : u ⬝ᵥ w = 0 := by
      rw [hw, dotProduct_sub, dotProduct_smul, smul_eq_mul, hk, sub_self]
    have hwl : w ⬝ᵥ l = 0 := by
      rw [hw, sub_dotProduct, smul_dotProduct, hvl, hul]; simp
    have hMw : M *ᵥ w = c • w := by
      by_cases h0 : w = 0
      · simp [h0]
      have hww : w ⬝ᵥ w ≠ 0 := fun h => h0 (dotProduct_self_eq_zero.mp h)
      obtain ⟨e, he⟩ := h w hwl
      obtain ⟨f, hf⟩ := h (u + w) (by rw [add_dotProduct, hul, hwl, add_zero])
      rw [Matrix.mulVec_add, hc, he] at hf
      have h1 := congrArg (fun y => u ⬝ᵥ y) hf
      have h2 := congrArg (fun y => w ⬝ᵥ y) hf
      simp only [dotProduct_add, dotProduct_smul, smul_eq_mul, huw, dotProduct_comm w u,
        mul_zero, add_zero, zero_add] at h1 h2
      rw [he, mul_right_cancel₀ hww h2, mul_right_cancel₀ huu h1]
    have hv : v = w + k • u := by rw [hw]; abel
    rw [hv, Matrix.mulVec_add, Matrix.mulVec_smul, hMw, hc]
    module
  · refine ⟨0, fun u hul => ?_⟩
    have h0 : u = 0 := by
      by_contra hu
      exact hex ⟨u, hul, hu⟩
    simp [h0]
```

The eigenvalues agree. Fix a nonzero $u\perp l$ with $Mu=cu$ (here $c$ is an eigenvalue), and split any other $v\perp l$ as $v=w+ku$ with $w\perp u$. If $w\neq0$, let $Mw=ew$ and $M(u+w)=f(u+w)$. Then $cu+ew=fu+fw$; dotting with $u$ and with $w$ gives $c=f=e$. Hence $Mv=cv$. If only the zero vector is perpendicular to $l$, any eigenvalue serves, and the proof picks 0.

```lean
/-- A matrix commutes with every orthogonal matrix fixing the bond exactly when it is a
Slater-Koster p-p matrix with some parameters `Vσ` and `Vπ`. -/
theorem commutes_iff_slaterKoster {l : n → ℝ} (hl : l ⬝ᵥ l = 1) (M : Matrix n n ℝ) :
    (∀ R, FixesBond l R → R * M = M * R) ↔ ∃ Vσ Vπ : ℝ, M = ppBlock l Vσ Vπ := by
  constructor
  · intro h
    obtain ⟨Vπ, hπ⟩ := common_eigen (perp_eigen h)
    -- M l is itself invariant, hence along the bond
    obtain ⟨Vσ, hσ⟩ := (fixed_vector_iff hl (M *ᵥ l)).mp fun R hR => by
      rw [Matrix.mulVec_mulVec, h R hR, ← Matrix.mulVec_mulVec, hR.2]
    refine ⟨Vσ, Vπ, eq_of_mulVec fun x => ?_⟩
    have hp := hπ (x - (l ⬝ᵥ x) • l) (by
      rw [sub_dotProduct, smul_dotProduct, hl, dotProduct_comm x l]; simp)
    rw [ppBlock_mulVec, ← hp, Matrix.mulVec_sub, Matrix.mulVec_smul, hσ]
    module
  · rintro ⟨Vσ, Vπ, rfl⟩ R hR
    have hd : ∀ x, l ⬝ᵥ (R *ᵥ x) = l ⬝ᵥ x := fun x => by
      have h1 := orth_dot hR.1 l x
      rwa [hR.2] at h1
    apply eq_of_mulVec
    intro x
    simp only [← Matrix.mulVec_mulVec, ppBlock_mulVec, Matrix.mulVec_add, Matrix.mulVec_sub,
      Matrix.mulVec_smul, hR.2, hd]
```

For the forward direction, the common perpendicular eigenvalue is $V_\pi$. Also $R(Ml)=MRl=Ml$, so the result on invariant vectors gives $Ml=V_\sigma l$. Splitting $x$ into parallel and perpendicular parts then reproduces the Slater–Koster action on every $x$.

Conversely, $l\cdot Rx=Rl\cdot Rx=l\cdot x$, so $R$ passes through the projection onto $l$ and commutes with $M$.

In a non-interacting two-centre tight-binding model, this reduces the nine p–p entries of a bond in three dimensions to two parameters. In the smallest case, one dimension, $l=\pm1$ and $\delta_{ij}-l_il_j=0$: $V_\pi$ drops out and $M$ is the single number $V_\sigma$.

## Hopping as a function of direction

```lean
/-- An s-p hopping vector transforms with the bond under every orthogonal matrix, reflections
included, exactly when it is, for unit bond vectors, the bond vector times one constant, the same
for all bond directions. -/
theorem spCovariant_iff (t : (n → ℝ) → (n → ℝ)) :
    SPCovariant t ↔ ∃ V : ℝ, ∀ l, l ⬝ᵥ l = 1 → t l = V • l := by
  constructor
  · intro ht
    by_cases hex : ∃ a : n → ℝ, a ⬝ᵥ a = 1
    · obtain ⟨a, ha⟩ := hex
      obtain ⟨V, hV⟩ := (fixed_vector_iff ha (t a)).mp fun R hR => by
        rw [← ht R a hR.1 ha, hR.2]
      refine ⟨V, fun l hl => ?_⟩
      by_cases h0 : a - l = 0
      · rw [← sub_eq_zero.mp h0, hV]
      -- the mirror with normal a - l carries a to l
      obtain ⟨c, hc⟩ := exists_scale h0
      have h1 : c * ((a - l) ⬝ᵥ a) = 1 := by
        simp only [sub_dotProduct, dotProduct_sub, ha, hl, dotProduct_comm l a] at hc ⊢
        linarith
      have h2 : mirror c (a - l) *ᵥ a = l := by
        rw [mirror_mulVec, h1, one_smul]; abel
      have h3 := ht _ a (mirror_orthogonal hc) ha
      rwa [hV, Matrix.mulVec_smul, h2] at h3
    · exact ⟨0, fun l hl => (hex ⟨l, hl⟩).elim⟩
  · rintro ⟨V, hV⟩ R l hR hl
    rw [hV l hl, hV _ ((orth_dot hR l l).trans hl), Matrix.mulVec_smul]
```

If there are no axes, there is no unit vector and any $V$ serves. Otherwise choose a unit vector $a$. For $R$ fixing $a$, covariance gives $R\,t(a)=t(a)$, so $t(a)=Va$. For another unit vector $l\neq a$, use the mirror with normal $a-l$. Since $(a-l)\cdot(a-l)=2(a-l)\cdot a$, it sends $a$ to $a-(a-l)=l$. Therefore $t(l)=S\,t(a)=Vl$ with the same $V$. Conversely, $t(Rl)=VRl=R\,t(l)$, since $Rl$ is again a unit vector.

```lean
/-- A p-p hopping matrix that transforms with the bond under every orthogonal matrix, reflections
included, has Slater-Koster form for each bond direction. -/
theorem ppCovariant_form {H : (n → ℝ) → Matrix n n ℝ} (hH : PPCovariant H)
    {l : n → ℝ} (hl : l ⬝ᵥ l = 1) : ∃ Vσ Vπ : ℝ, H l = ppBlock l Vσ Vπ := by
  refine (commutes_iff_slaterKoster hl (H l)).mp fun R hR => ?_
  have h1 := hH R l hR.1 hl
  rw [hR.2] at h1
  calc R * H l = R * H l * (Rᵀ * R) := by rw [mul_eq_one_comm.mp hR.1, mul_one]
    _ = (R * H l * Rᵀ) * R := by simp only [mul_assoc]
    _ = H l * R := by rw [← h1]
```

If $R$ fixes $l$, covariance reads $H(l)=R\,H(l)\,R^T$. Multiplying by $R$ on the right gives $H(l)R=RH(l)$, and the commutation theorem applies. The statement supplies $V_\sigma$ and $V_\pi$ for each direction separately; it does not state that they are the same for all directions.

```lean
/-- When the bond is reversed, covariant s-p hopping changes sign and covariant p-p hopping
does not. -/
theorem hopping_parity {t : (n → ℝ) → (n → ℝ)} {H : (n → ℝ) → Matrix n n ℝ}
    (ht : SPCovariant t) (hH : PPCovariant H) {l : n → ℝ} (hl : l ⬝ᵥ l = 1) :
    t (-l) = -t l ∧ H (-l) = H l := by
  have h1 : (-1 : Matrix n n ℝ) * (-1 : Matrix n n ℝ)ᵀ = 1 := by simp
  exact ⟨by simpa [Matrix.neg_mulVec] using ht (-1) l h1 hl,
    by simpa [Matrix.neg_mulVec] using hH (-1) l h1 hl⟩
```

Take $R=-1$. Then $t(-l)=-t(l)$, while $H(-l)=(-1)H(l)(-1)=H(l)$: s–p entries are odd and p–p entries even under bond reversal.

```lean
/-- In three dimensions the bond vector itself is a covariant s-p hopping, and the projector
on the bond is a covariant p-p hopping. -/
theorem hopping_parity_witness :
    SPCovariant (fun l : Fin 3 → ℝ => l) ∧
      PPCovariant (fun l : Fin 3 → ℝ => vecMulVec l l) := by
  refine ⟨fun R l _ _ => rfl, fun R l _ _ => ?_⟩
  simp only [Matrix.mul_vecMulVec, Matrix.vecMulVec_mul, Matrix.vecMul_transpose]
```

Both covariance conditions have nonzero examples in three dimensions: $t(l)=l$, and $H(l)=ll^T$, for which $(Rl)(Rl)^T=R\,ll^TR^T$.

## Rotations alone allow an extra term

```lean
/-- The generator of rotations about the z axis. -/
def zGenerator : Matrix (Fin 3) (Fin 3) ℝ := !![0, -1, 0; 1, 0, 0; 0, 0, 0]
```

This antisymmetric matrix $G$ generates rotations about axis 2, the z axis.

```lean
/-- The generator of rotations about z commutes with all proper rotations fixing a bond along
z, but it is not a Slater-Koster p-p matrix for that bond. -/
theorem proper_rotations_not_enough :
    (∀ R, FixesBond ![0, 0, 1] R → R.det = 1 → R * zGenerator = zGenerator * R) ∧
      ¬ ∃ Vσ Vπ : ℝ, zGenerator = ppBlock ![0, 0, 1] Vσ Vπ := by
  constructor
  · rintro R ⟨h1, h2⟩ hd
    have c0 : R 0 2 = 0 := by
      simpa [Matrix.mulVec, dotProduct, Fin.sum_univ_three] using congrFun h2 0
    have c1 : R 1 2 = 0 := by
      simpa [Matrix.mulVec, dotProduct, Fin.sum_univ_three] using congrFun h2 1
    have c2 : R 2 2 = 1 := by
      simpa [Matrix.mulVec, dotProduct, Fin.sum_univ_three] using congrFun h2 2
    have e0 := congrFun (congrFun h1 0) 0
    have e1 := congrFun (congrFun h1 1) 1
    have e2 := congrFun (congrFun h1 2) 2
    simp only [Matrix.mul_apply, Fin.sum_univ_three, Matrix.transpose_apply, c0, c1, c2,
      Matrix.one_apply_eq] at e0 e1 e2
    have r0 : R 2 0 = 0 := pow_eq_zero_iff two_ne_zero |>.mp
      (by nlinarith [sq_nonneg (R 2 0), sq_nonneg (R 2 1)] : R 2 0 ^ 2 = 0)
    have r1 : R 2 1 = 0 := pow_eq_zero_iff two_ne_zero |>.mp
      (by nlinarith [sq_nonneg (R 2 0), sq_nonneg (R 2 1)] : R 2 1 ^ 2 = 0)
    rw [Matrix.det_fin_three] at hd
    simp only [c0, c1, c2, r0, r1] at hd
    -- unit determinant forces the transverse block to be a plane rotation
    have hs : (R 1 1 - R 0 0) ^ 2 + (R 1 0 + R 0 1) ^ 2 = 0 := by
      linear_combination e0 + e1 - 2 * hd
    have a1 : R 1 1 = R 0 0 := sub_eq_zero.mp (pow_eq_zero_iff two_ne_zero |>.mp
      (by nlinarith [sq_nonneg (R 1 1 - R 0 0), sq_nonneg (R 1 0 + R 0 1)] :
        (R 1 1 - R 0 0) ^ 2 = 0))
    have a2 : R 1 0 = -R 0 1 := eq_neg_of_add_eq_zero_left (pow_eq_zero_iff two_ne_zero |>.mp
      (by nlinarith [sq_nonneg (R 1 1 - R 0 0), sq_nonneg (R 1 0 + R 0 1)] :
        (R 1 0 + R 0 1) ^ 2 = 0))
    ext i j
    fin_cases i <;> fin_cases j <;>
      simp [zGenerator, Matrix.mul_apply, Fin.sum_univ_three, c0, c1, r0, r1, a1, a2]
  · rintro ⟨Vσ, Vπ, h⟩
    have h1 := congrFun (congrFun h 0) 1
    simp [zGenerator, ppBlock] at h1

end SlaterKosterSymmetry
```

Let $R$ fix the z axis with $\det R=1$. Its last column is $(0,0,1)^T$, and the unit length of its last row forces $R_{20}=R_{21}=0$. The other two rows have unit length, so
$$(R_{11}-R_{00})^2+(R_{10}+R_{01})^2=1+1-2\det R=0 .$$
Thus $R_{11}=R_{00}$ and $R_{10}=-R_{01}$, and $R$ commutes with $G$, as an entry-by-entry check confirms. Yet $G_{01}=-1$, whereas the Slater–Koster entry for this bond is 0. The mirrors are what exclude $G$.

```lean
#print axioms SlaterKosterSymmetry.commutes_iff_slaterKoster
-- 'SlaterKosterSymmetry.commutes_iff_slaterKoster' depends on axioms: [propext, Classical.choice, Quot.sound]
#print axioms SlaterKosterSymmetry.ppCovariant_form
-- 'SlaterKosterSymmetry.ppCovariant_form' depends on axioms: [propext, Classical.choice, Quot.sound]
#print axioms SlaterKosterSymmetry.hopping_parity
-- 'SlaterKosterSymmetry.hopping_parity' depends on axioms: [propext, Classical.choice, Quot.sound]
#print axioms SlaterKosterSymmetry.proper_rotations_not_enough
-- 'SlaterKosterSymmetry.proper_rotations_not_enough' depends on axioms: [propext, Classical.choice, Quot.sound]
```
